# The static electron-gas response integral above $2k_F$: a logarithm in odd dimensions, a square root in even ones

A weak static potential of wavevector $q$ acts on a non-interacting electron gas at zero temperature, with parabolic dispersion and a Fermi ball of radius $k_F$. Up to a constant factor, the density response is the sum of $1/(\varepsilon_{\mathbf k+\mathbf q}-\varepsilon_{\mathbf k})$ over the occupied states $\mathbf k$; the terms with $-\mathbf q$ give an equal sum, by the symmetry of the ball. How does the response behave as $q$ comes down to $2k_F$, and how does that depend on the dimension $d$?

Put $x=q/(2k_F)$ and let $-k_Ft$ be the component of $\mathbf k$ along $\mathbf q$. The energy difference is then proportional to $q^2-2qk_Ft=2qk_F(x-t)$, which is positive throughout the ball when $x>1$.

```lean
import Mathlib

open Filter Topology MeasureTheory

noncomputable section

namespace LindhardDimensions
```

The slice of the ball at $t$ is a $(d-1)$-dimensional ball of radius $k_F\sqrt{1-t^2}$. Up to a constant, its volume is $w_d(t)=(1-t^2)^{(d-1)/2}$. The exponent must be formed in the reals, as the cast `(d : ℝ)` ensures: natural-number division would turn $1/2$ into $0$ and give the two-dimensional gas the one-dimensional weight.

```lean
/-- Cross-section weight of the `d`-dimensional Fermi ball at reduced momentum `t` along the
wave vector, for `d ≥ 1` and `-1 ≤ t ≤ 1`. -/
def fermiWeight (d : ℕ) (t : ℝ) : ℝ := (1 - t ^ 2) ^ (((d : ℝ) - 1) / 2)
```

Summing over slices gives
$$I_d(x)=\int_{-1}^{1}\frac{w_d(t)}{x-t}\,dt .$$
This is `staticResponse d x`. At fixed $k_F$ the physical response is proportional to $I_d(x)/x$; the omitted factor $1/x$ is smooth at $x=1$.

```lean
/-- Reduced static response of the `d`-dimensional electron gas at `x = q / (2 kF)`,
for `d ≥ 1` and `x > 1`. -/
def staticResponse (d : ℕ) (x : ℝ) : ℝ := ∫ t in (-1 : ℝ)..1, fermiWeight d t / (x - t)
```

The total weight $W_d=\int_{-1}^1 w_d(t)\,dt$ will also be needed.

```lean
/-- The Fermi-ball weight integrated over all reduced momenta, for `d ≥ 1`. -/
def totalWeight (d : ℕ) : ℝ := ∫ t in (-1 : ℝ)..1, fermiWeight d t
```

For $d\ge1$ the exponent is non-negative, so $w_d$ is continuous, endpoints included.

```lean
/-- The Fermi-ball weight is continuous in every dimension `d ≥ 1`. -/
theorem continuous_fermiWeight {d : ℕ} (hd : 1 ≤ d) : Continuous (fermiWeight d) := by
  have h1 : (1 : ℝ) ≤ d := by exact_mod_cast hd
  have h : (0 : ℝ) ≤ ((d : ℝ) - 1) / 2 := by linarith
  change Continuous (fun t : ℝ => (1 - t ^ 2) ^ (((d : ℝ) - 1) / 2))
  exact (show Continuous fun t : ℝ => 1 - t ^ 2 by fun_prop).rpow_const (fun _ => Or.inr h)
```

For $x>1$ the denominator has no zero on $[-1,1]$, so the integrand is continuous and therefore integrable.

```lean
/-- For `x > 1` the integrand of the static response is integrable. -/
theorem integrable_response {d : ℕ} (hd : 1 ≤ d) {x : ℝ} (hx : 1 < x) :
    IntervalIntegrable (fun t => fermiWeight d t / (x - t)) volume (-1) 1 := by
  apply ContinuousOn.intervalIntegrable
  rw [Set.uIcc_of_le (by norm_num)]
  exact (continuous_fermiWeight hd).continuousOn.div (by fun_prop)
    (fun t ht => (sub_pos.mpr (lt_of_le_of_lt ht.2 hx)).ne')
```

## From $d$ to $d+2$ dimensions

Since $w_{d+2}=(1-t^2)\,w_d$ and $1-t^2=(1-x^2)+(x-t)(x+t)$,
$$\frac{w_{d+2}}{x-t}=(1-x^2)\frac{w_d}{x-t}+x\,w_d+t\,w_d .$$
The last term is odd and integrates to zero, leaving
$$I_{d+2}=(1-x^2)I_d+xW_d .$$
In the proof, `hodd` is the vanishing odd moment and `key` is the split under the integral.

```lean
/-- The static response in `d + 2` dimensions follows from the one in `d` dimensions. -/
theorem response_add_two {d : ℕ} (hd : 1 ≤ d) {x : ℝ} (hx : 1 < x) :
    staticResponse (d + 2) x = (1 - x ^ 2) * staticResponse d x + x * totalWeight d := by
  -- the first moment of the even weight vanishes
  have hodd : ∫ t in (-1 : ℝ)..1, t * fermiWeight d t = 0 := by
    have h := intervalIntegral.integral_comp_neg (a := -1) (b := 1)
      (fun t : ℝ => t * fermiWeight d t)
    have e : ∀ t, fermiWeight d (-t) = fermiWeight d t := by
      intro t
      simp [fermiWeight]
    simp only [e, neg_mul, neg_neg, intervalIntegral.integral_neg] at h
    linarith
  -- split 1 - t² = (1 - x²) + (x - t)(x + t)
  have key : staticResponse (d + 2) x = ∫ t in (-1 : ℝ)..1,
      ((1 - x ^ 2) * (fermiWeight d t / (x - t))
        + (x * fermiWeight d t + t * fermiWeight d t)) := by
    apply intervalIntegral.integral_congr
    intro t ht
    rw [Set.uIcc_of_le (by norm_num)] at ht
    have hp : x - t ≠ 0 := (sub_pos.mpr (lt_of_le_of_lt ht.2 hx)).ne'
    have h0 : 0 ≤ 1 - t ^ 2 := by nlinarith [ht.1, ht.2]
    have hd0 : (0 : ℝ) ≤ d := Nat.cast_nonneg d
    have hpos : 0 < ((d : ℝ) - 1) / 2 + 1 := by linarith
    have hw : fermiWeight (d + 2) t = fermiWeight d t * (1 - t ^ 2) := by
      unfold fermiWeight
      rw [← Real.rpow_add_one' h0 hpos.ne']
      congr 1
      push_cast
      ring
    change fermiWeight (d + 2) t / (x - t) = (1 - x ^ 2) * (fermiWeight d t / (x - t))
        + (x * fermiWeight d t + t * fermiWeight d t)
    rw [hw, div_eq_iff hp]
    have hc : fermiWeight d t / (x - t) * (x - t) = fermiWeight d t := div_mul_cancel₀ _ hp
    linear_combination (-(1 - x ^ 2)) * hc
  have hcw := continuous_fermiWeight hd
  have i1 : IntervalIntegrable (fun t => (1 - x ^ 2) * (fermiWeight d t / (x - t)))
      volume (-1) 1 := (integrable_response hd hx).const_mul _
  have i2 : IntervalIntegrable (fun t => x * fermiWeight d t) volume (-1) 1 :=
    (continuous_const.mul hcw).intervalIntegrable _ _
  have i3 : IntervalIntegrable (fun t => t * fermiWeight d t) volume (-1) 1 :=
    (continuous_id.mul hcw).intervalIntegrable _ _
  rw [key, intervalIntegral.integral_add i1 (i2.add i3), intervalIntegral.integral_add i2 i3,
    intervalIntegral.integral_const_mul, intervalIntegral.integral_const_mul, hodd, add_zero]
  rfl
```

## One and two dimensions

For $d=1$ the weight is $1$ and $-\ln(x-t)$ is an antiderivative, so $I_1=L$ with $L=\ln\frac{x+1}{x-1}$.

```lean
/-- In one dimension the static response is a logarithm. -/
theorem response_one {x : ℝ} (hx : 1 < x) :
    staticResponse 1 x = Real.log ((x + 1) / (x - 1)) := by
  have hderiv : ∀ t ∈ Set.uIcc (-1 : ℝ) 1,
      HasDerivAt (fun y => -Real.log (x - y)) (fermiWeight 1 t / (x - t)) t := by
    intro t ht
    rw [Set.uIcc_of_le (by norm_num)] at ht
    have hp : 0 < x - t := sub_pos.mpr (lt_of_le_of_lt ht.2 hx)
    refine (((hasDerivAt_id' t).const_sub x).log hp.ne').fun_neg.congr_deriv ?_
    rw [show fermiWeight 1 t = 1 by simp [fermiWeight]]
    ring
  have h1 : x + 1 ≠ 0 := by positivity
  have h2 : x - 1 ≠ 0 := (sub_pos.mpr hx).ne'
  unfold staticResponse
  rw [intervalIntegral.integral_eq_sub_of_hasDerivAt hderiv (integrable_response le_rfl hx),
    Real.log_div h1 h2]
  simp only [sub_neg_eq_add]
  ring
```

For $d=2$ set $r=\sqrt{x^2-1}$, $s=\sqrt{1-t^2}$ and $u=\frac{xt-1}{x-t}$. Take
$$F(t)=x\arcsin t-s-r\arcsin u .$$
Because $1-u^2=r^2s^2/(x-t)^2$ and $u'=r^2/(x-t)^2$,
$$F'=\frac{x+t}{s}-\frac{r^2}{s(x-t)}=\frac{1-t^2}{s(x-t)}=\frac{s}{x-t}.$$
At $t=\pm1$ we have $u=\pm1$, hence $I_2=F(1)-F(-1)=\pi(x-r)$. The arcsines are not differentiable at the endpoints, so the proof uses continuity on the closed interval (`hcont`) and the derivative only inside it (`hderiv`).

```lean
/-- In two dimensions the static response is `π (x - √(x² - 1))`. -/
theorem response_two {x : ℝ} (hx : 1 < x) :
    staticResponse 2 x = Real.pi * (x - √(x ^ 2 - 1)) := by
  have hx2 : 0 < x ^ 2 - 1 := by nlinarith
  obtain ⟨r, hrd⟩ : ∃ r, r = √(x ^ 2 - 1) := ⟨_, rfl⟩
  have hr : 0 < r := hrd ▸ Real.sqrt_pos.mpr hx2
  have hr2 : r ^ 2 = x ^ 2 - 1 := by rw [hrd, Real.sq_sqrt hx2.le]
  have hcont : ContinuousOn (fun y => x * Real.arcsin y - √(1 - y ^ 2)
      - r * Real.arcsin ((x * y - 1) / (x - y))) (Set.Icc (-1) 1) := by
    have hc : ContinuousOn (fun y => (x * y - 1) / (x - y)) (Set.Icc (-1) 1) :=
      ContinuousOn.div (by fun_prop) (by fun_prop)
        (fun t ht => (sub_pos.mpr (lt_of_le_of_lt ht.2 hx)).ne')
    exact ((continuous_const.mul Real.continuous_arcsin).sub
      (show Continuous fun y : ℝ => 1 - y ^ 2 by fun_prop).sqrt).continuousOn.sub
      (continuousOn_const.mul (Real.continuous_arcsin.comp_continuousOn hc))
  have hderiv : ∀ t ∈ Set.Ioo (-1 : ℝ) 1, HasDerivAt (fun y => x * Real.arcsin y
      - √(1 - y ^ 2) - r * Real.arcsin ((x * y - 1) / (x - y)))
      (fermiWeight 2 t / (x - t)) t := by
    intro t ht
    have hp : 0 < x - t := by linarith [ht.2]
    have hp' : x - t ≠ 0 := hp.ne'
    have ht2 : 0 < 1 - t ^ 2 := by nlinarith [ht.1, ht.2]
    obtain ⟨s, hsd⟩ : ∃ s, s = √(1 - t ^ 2) := ⟨_, rfl⟩
    have hs : 0 < s := hsd ▸ Real.sqrt_pos.mpr ht2
    have hs2 : s ^ 2 = 1 - t ^ 2 := by rw [hsd, Real.sq_sqrt ht2.le]
    have hw : fermiWeight 2 t = s := by
      rw [hsd, Real.sqrt_eq_rpow]
      unfold fermiWeight
      congr 1
      norm_num
    -- the argument of the second arcsine stays strictly inside (-1, 1)
    have hsq : 1 - ((x * t - 1) / (x - t)) ^ 2 = (r * s / (x - t)) ^ 2 := by
      rw [div_pow, div_pow, mul_pow, hr2, hs2, eq_div_iff (pow_ne_zero 2 hp'), sub_mul,
        div_mul_cancel₀ _ (pow_ne_zero 2 hp')]
      ring
    have hpos : 0 < (r * s / (x - t)) ^ 2 := by positivity
    have hu1 : (x * t - 1) / (x - t) ≠ -1 := by
      intro h
      rw [← hsq, h] at hpos
      norm_num at hpos
    have hu2 : (x * t - 1) / (x - t) ≠ 1 := by
      intro h
      rw [← hsq, h] at hpos
      norm_num at hpos
    have hq : HasDerivAt (fun y : ℝ => 1 - y ^ 2) (-(2 * t)) t := by
      simpa using (hasDerivAt_pow 2 t).const_sub 1
    have hn : HasDerivAt (fun y => x * y - 1) x t := by
      simpa using ((hasDerivAt_id' t).const_mul x).sub_const 1
    have hu : HasDerivAt (fun y => (x * y - 1) / (x - y)) ((x ^ 2 - 1) / (x - t) ^ 2) t := by
      refine (hn.fun_div ((hasDerivAt_id' t).const_sub x) hp').congr_deriv ?_
      congr 1
      ring
    have ha : HasDerivAt (fun y => Real.arcsin ((x * y - 1) / (x - y)))
        (1 / √(1 - ((x * t - 1) / (x - t)) ^ 2) * ((x ^ 2 - 1) / (x - t) ^ 2)) t :=
      HasDerivAt.comp t (Real.hasDerivAt_arcsin hu1 hu2) hu
    rw [hsq, Real.sqrt_sq (by positivity)] at ha
    refine (((Real.hasDerivAt_arcsin ht.1.ne' ht.2.ne).const_mul x).fun_sub
      (hq.sqrt ht2.ne')).fun_sub (ha.const_mul r) |>.congr_deriv ?_
    rw [← hsd, hw]
    have e1 : r * (1 / (r * s / (x - t)) * ((x ^ 2 - 1) / (x - t) ^ 2))
        = (x ^ 2 - 1) / (s * (x - t)) := by field_simp
    have e2 : s / (x - t) = (1 - t ^ 2) / (s * (x - t)) := by
      rw [div_eq_div_iff hp' (by positivity)]
      linear_combination (x - t) * hs2
    have e3 : x * (1 / s) - -(2 * t) / (2 * s) = (x + t) * (x - t) / (s * (x - t)) := by
      rw [mul_div_mul_right _ _ hp']
      ring
    rw [e1, e2, e3, ← sub_div]
    congr 1
    ring
  have v1 : (x * 1 - 1) / (x - 1) = 1 := by
    rw [mul_one, div_self (sub_pos.mpr hx).ne']
  have v2 : (x * (-1) - 1) / (x - -1) = -1 := by
    rw [div_eq_iff (by linarith : (0 : ℝ) < x - -1).ne']
    ring
  unfold staticResponse
  rw [intervalIntegral.integral_eq_sub_of_hasDerivAt_of_le (by norm_num) hcont hderiv
    (integrable_response (by norm_num) hx), ← hrd]
  simp only [v1, v2, Real.arcsin_one, Real.arcsin_neg_one, neg_one_sq, one_pow]
  ring
```

## Every dimension

Induction with the recursion gives, for $n\ge0$ and $x>1$,
$$I_{2n+1}=(1-x^2)^nL+P_n(x),\qquad I_{2n+2}=-\pi(1-x^2)^n\sqrt{x^2-1}+Q_n(x).$$
The smallest case, $n=0$, has $P_0=0$ and $Q_0=\pi x$. Each step multiplies the polynomial by $1-x^2$ and adds $W_{2n+1}x$ or $W_{2n+2}x$. In Lean the polynomial is chosen before $x$, so one polynomial serves all $x>1$.

Despite its name, `kohn_singularity` concerns only this side of $2k_F$ and contains no phonons. In linear response, the non-analyticity at $2k_F$ produces the Friedel oscillations of this gas's density around a weak point-like static impurity.

```lean
/-- In every odd dimension `2n + 1` the static response is `(1 - x²)ⁿ` times a logarithm plus a
polynomial; in every even dimension `2n + 2` it is `-π (1 - x²)ⁿ √(x² - 1)` plus a polynomial. -/
theorem kohn_singularity (n : ℕ) :
    (∃ P : Polynomial ℝ, ∀ x : ℝ, 1 < x → staticResponse (2 * n + 1) x
      = (1 - x ^ 2) ^ n * Real.log ((x + 1) / (x - 1)) + P.eval x) ∧
    (∃ Q : Polynomial ℝ, ∀ x : ℝ, 1 < x → staticResponse (2 * n + 2) x
      = -Real.pi * (1 - x ^ 2) ^ n * √(x ^ 2 - 1) + Q.eval x) := by
  induction n with
  | zero =>
    refine ⟨⟨0, fun x hx => ?_⟩, ⟨Polynomial.C Real.pi * Polynomial.X, fun x hx => ?_⟩⟩
    · rw [show 2 * 0 + 1 = 1 by norm_num, response_one hx, Polynomial.eval_zero]
      ring
    · rw [show 2 * 0 + 2 = 2 by norm_num, response_two hx, Polynomial.eval_mul,
        Polynomial.eval_C, Polynomial.eval_X]
      ring
  | succ n ih =>
    obtain ⟨⟨P, hP⟩, ⟨Q, hQ⟩⟩ := ih
    refine ⟨⟨(1 - Polynomial.X ^ 2) * P
        + Polynomial.C (totalWeight (2 * n + 1)) * Polynomial.X, fun x hx => ?_⟩,
      ⟨(1 - Polynomial.X ^ 2) * Q
        + Polynomial.C (totalWeight (2 * n + 2)) * Polynomial.X, fun x hx => ?_⟩⟩
    · rw [show 2 * (n + 1) + 1 = (2 * n + 1) + 2 by ring,
        response_add_two (by omega) hx, hP x hx]
      simp only [Polynomial.eval_add, Polynomial.eval_mul, Polynomial.eval_sub,
        Polynomial.eval_one, Polynomial.eval_pow, Polynomial.eval_X, Polynomial.eval_C]
      ring
    · rw [show 2 * (n + 1) + 2 = (2 * n + 2) + 2 by ring,
        response_add_two (by omega) hx, hQ x hx]
      simp only [Polynomial.eval_add, Polynomial.eval_mul, Polynomial.eval_sub,
        Polynomial.eval_one, Polynomial.eval_pow, Polynomial.eval_X, Polynomial.eval_C]
      ring
```

With $W_1=2$, the recursion gives $I_3=(1-x^2)L+2x$.

```lean
/-- The static response in three dimensions in closed form. -/
theorem response_three {x : ℝ} (hx : 1 < x) :
    staticResponse 3 x = (1 - x ^ 2) * Real.log ((x + 1) / (x - 1)) + 2 * x := by
  have hw : totalWeight 1 = 2 := by
    have e : ∀ t, fermiWeight 1 t = 1 := fun t => by simp [fermiWeight]
    simp only [totalWeight, e, intervalIntegral.integral_const, smul_eq_mul]
    norm_num
  have h : staticResponse 3 x = _ := response_add_two (d := 1) le_rfl hx
  rw [h, response_one hx, hw]
  ring
```

Differentiating,
$$I_3'=-2xL+(1-x^2)\left(\frac1{x+1}-\frac1{x-1}\right)+2=4-2xL .$$
Lean writes $L$ as a difference of logarithms. The closed form holds in a neighbourhood of each $x>1$, which is enough to transfer the derivative.

```lean
/-- The slope of the three-dimensional static response for `x > 1`. -/
theorem hasDerivAt_response_three {x : ℝ} (hx : 1 < x) :
    HasDerivAt (staticResponse 3) (4 - 2 * x * (Real.log (x + 1) - Real.log (x - 1))) x := by
  have h1 : x + 1 ≠ 0 := by positivity
  have h2 : x - 1 ≠ 0 := (sub_pos.mpr hx).ne'
  have hq : HasDerivAt (fun y : ℝ => 1 - y ^ 2) (-(2 * x)) x := by
    simpa using (hasDerivAt_pow 2 x).const_sub 1
  have hl := (((hasDerivAt_id' x).add_const 1).log h1).fun_sub
    (((hasDerivAt_id' x).sub_const 1).log h2)
  have hf := (hq.fun_mul hl).fun_add ((hasDerivAt_id' x).const_mul 2)
  have e : (1 - x ^ 2) * (1 / (x + 1) - 1 / (x - 1)) = 2 := by
    rw [div_sub_div _ _ h1 h2, mul_div_assoc', div_eq_iff (mul_ne_zero h1 h2)]
    ring
  refine (hf.congr_deriv (by linear_combination e)).congr_of_eventuallyEq ?_
  filter_upwards [Ioi_mem_nhds hx] with y hy
  have hy' : 1 < y := hy
  have h3 : y + 1 ≠ 0 := by positivity
  rw [response_three hy', Real.log_div h3 (sub_pos.mpr hy').ne']
```

## Approaching $2k_F$ from above

The filter `𝓝[>] 1` expresses $x\downarrow1$. In two dimensions, factoring $x^2-1=(x+1)(x-1)$ gives
$$\frac{\pi-I_2}{\sqrt{x-1}}=\pi\left(\sqrt{x+1}-\sqrt{x-1}\right)\to\pi\sqrt2 ,$$
a square-root departure from $\pi$.

```lean
/-- As `x` decreases to 1, the two-dimensional response departs from `π` as
`π √2 √(x - 1)`. -/
theorem cusp_two : Tendsto (fun x => (Real.pi - staticResponse 2 x) / √(x - 1))
    (𝓝[>] 1) (𝓝 (Real.pi * √2)) := by
  have h : Tendsto (fun x : ℝ => Real.pi * (√(x + 1) - √(x - 1))) (𝓝 1)
      (𝓝 (Real.pi * √2)) := Continuous.tendsto' (by fun_prop) _ _ (by norm_num)
  refine (h.mono_left nhdsWithin_le_nhds).congr' ?_
  filter_upwards [self_mem_nhdsWithin] with x hx
  have hx' : 1 < x := hx
  have hb : √(x - 1) ^ 2 = x - 1 := Real.sq_sqrt (by linarith)
  rw [response_two hx', show x ^ 2 - 1 = (x + 1) * (x - 1) by ring,
    Real.sqrt_mul (by linarith), eq_div_iff (Real.sqrt_pos.mpr (sub_pos.mpr hx')).ne']
  linear_combination (-Real.pi) * hb
```

In three dimensions the slope diverges logarithmically:
$$\frac{I_3'}{\ln(x-1)}=\frac{4-2x\ln(x+1)}{\ln(x-1)}+2x\to 0+2 .$$
The first numerator stays bounded while $\ln(x-1)\to-\infty$. The ratio is positive because $I_3'$ also tends to $-\infty$.

```lean
/-- As `x` decreases to 1, the slope of the three-dimensional response divided by
`ln (x - 1)` tends to 2. -/
theorem log_slope_three : Tendsto (fun x => deriv (staticResponse 3) x / Real.log (x - 1))
    (𝓝[>] 1) (𝓝 2) := by
  have h0 : Tendsto (fun x : ℝ => x - 1) (𝓝[>] 1) (𝓝[>] 0) := by
    refine tendsto_nhdsWithin_iff.2 ⟨?_, ?_⟩
    · exact (Continuous.tendsto' (by fun_prop) 1 0 (by norm_num)).mono_left nhdsWithin_le_nhds
    · filter_upwards [self_mem_nhdsWithin] with x hx
      have hx' : (1 : ℝ) < x := hx
      change (0 : ℝ) < x - 1
      linarith
  have hl : Tendsto (fun x : ℝ => Real.log (x - 1)) (𝓝[>] 1) atBot :=
    Real.tendsto_log_nhdsGT_zero.comp h0
  have hlog : ContinuousAt (fun x : ℝ => Real.log (x + 1)) 1 :=
    ContinuousAt.log (by fun_prop) (by norm_num)
  have hN : ContinuousAt (fun x : ℝ => 4 - 2 * x * Real.log (x + 1)) 1 :=
    continuousAt_const.sub ((continuousAt_const.mul continuousAt_id).mul hlog)
  have hx2 : Tendsto (fun x : ℝ => 2 * x) (𝓝[>] 1) (𝓝 2) :=
    (Continuous.tendsto' (by fun_prop) 1 2 (by norm_num)).mono_left nhdsWithin_le_nhds
  -- the regular part is suppressed by the diverging logarithm
  have h := ((hN.tendsto.mono_left nhdsWithin_le_nhds).mul
    (tendsto_inv_atBot_zero.comp hl)).add hx2
  rw [mul_zero, zero_add] at h
  refine h.congr' ?_
  filter_upwards [self_mem_nhdsWithin, hl.eventually_lt_atBot 0] with x hx hneg
  have hi : (Real.log (x - 1))⁻¹ * Real.log (x - 1) = 1 := inv_mul_cancel₀ hneg.ne
  rw [(hasDerivAt_response_three hx).deriv, eq_div_iff hneg.ne]
  simp only [Function.comp_apply]
  linear_combination (4 - 2 * x * Real.log (x + 1)) * hi

end LindhardDimensions
```

```lean
#print axioms LindhardDimensions.integrable_response
#print axioms LindhardDimensions.kohn_singularity
#print axioms LindhardDimensions.cusp_two
#print axioms LindhardDimensions.log_slope_three
```

```
'LindhardDimensions.integrable_response' depends on axioms: [propext, Classical.choice, Quot.sound]
'LindhardDimensions.kohn_singularity' depends on axioms: [propext, Classical.choice, Quot.sound]
'LindhardDimensions.cusp_two' depends on axioms: [propext, Classical.choice, Quot.sound]
'LindhardDimensions.log_slope_three' depends on axioms: [propext, Classical.choice, Quot.sound]
```
